# The pair interaction energy of two disjoint occupied sets is their internal energies plus the cross-pair energy

For a finite set of occupied spin orbitals, `pairEnergy` is half the sum of a real pair function `v` over ordered pairs of distinct orbitals. The theorem `pairEnergy_union` says that, when `v` is symmetric and the finite sets `S` and `T` are disjoint, the energy of `S ∪ T` is the energy of `S`, plus that of `T`, plus the sum of `v i j` over all `i` in `S` and `j` in `T`. The proof splits the double sum over the union into four parts. Two of these are cross sums, which `h1` and `h2` show to be equal to the plain sum of `v i j`, so that the factor of one half leaves just one copy.

In Lean, a first try:

```lean
import Mathlib

open Finset

namespace RelativisticConfigurationAverage

noncomputable section

variable {ι : Type*} [DecidableEq ι]

/-- The interaction energy of the occupied set `S`: half the sum of `v` over ordered pairs
of distinct spin orbitals. -/
def pairEnergy (v : ι → ι → ℝ) (S : Finset ι) : ℝ :=
  (∑ i ∈ S, ∑ j ∈ S, if i = j then 0 else v i j) / 2

/-- The interaction energy of two disjoint occupied sets is the sum of their internal energies
and the energy of all cross pairs. -/
theorem pairEnergy_union {v : ι → ι → ℝ} (hv : ∀ i j, v i j = v j i) {S T : Finset ι}
    (h : Disjoint S T) : pairEnergy v (S ∪ T)
      = pairEnergy v S + pairEnergy v T + ∑ i ∈ S, ∑ j ∈ T, v i j := by
  have h1 : ∑ i ∈ S, ∑ j ∈ T, (if i = j then 0 else v i j) = ∑ i ∈ S, ∑ j ∈ T, v i j :=
    Finset.sum_congr rfl fun i hi => Finset.sum_congr rfl fun j hj =>
      if_neg fun e => Finset.disjoint_left.mp h hi (e ▸ hj)
  have h2 : ∑ i ∈ T, ∑ j ∈ S, (if i = j then 0 else v i j) = ∑ i ∈ S, ∑ j ∈ T, v i j := by
    rw [Finset.sum_comm, ← h1]
    refine Finset.sum_congr rfl fun i _ => Finset.sum_congr rfl fun j _ => ?_
    simp only [eq_comm (a := j), hv j i]
  simp only [pairEnergy, Finset.sum_union h, Finset.sum_add_distrib]
  rw [h1, h2]
  ring

end

end RelativisticConfigurationAverage
```

Messages:

```
Main.lean:23:52: error: invalid `▸` notation, argument
  e
has type
  ?m.91
equality expected
```

Lean accepts the file once it reads:

```diff
@@ -21,5 +21,5 @@
   have h1 : ∑ i ∈ S, ∑ j ∈ T, (if i = j then 0 else v i j) = ∑ i ∈ S, ∑ j ∈ T, v i j :=
     Finset.sum_congr rfl fun i hi => Finset.sum_congr rfl fun j hj =>
-      if_neg fun e => Finset.disjoint_left.mp h hi (e ▸ hj)
+      if_neg (by rintro rfl; exact Finset.disjoint_left.mp h hi hj)
   have h2 : ∑ i ∈ T, ∑ j ∈ S, (if i = j then 0 else v i j) = ∑ i ∈ S, ∑ j ∈ T, v i j := by
     rw [Finset.sum_comm, ← h1]
```

Diagnosis. The error lies in `h1`, where `if_neg` needs a proof that `i = j` is false. The attempt gives it as a function of a hypothesis `e`, and uses `e ▸ hj` to carry the membership `hj : j ∈ T` over to `i`. The notation `▸` needs an equality whose two sides it can see. When Lean reached it, the condition in `if_neg` had not yet been determined, so the type of `e` was still the unknown `?m.91`, and Lean reported "equality expected". The mathematical argument was sound.

The repair gives the same argument in a `by` block. Lean puts off running tactics until the rest of the term has been elaborated, and by then the condition is known to be `i = j`. `rintro rfl` takes in this equality and makes the two orbitals one, so `hi` and `hj` place the same orbital in both `S` and `T`. `Finset.disjoint_left.mp h hi hj` is then the contradiction, and no `▸` is needed.
